# Every nonzero vector of span(e₂, e₁ + e₃) is a Ritz vector of diag(−1, 0, 1), but for a nonzero target only two directions are harmonic Ritz vectors

Take two levels at energies $-1$ and $1$ and the single trial vector $(1,1)$. Its Ritz value is the average energy, $0$, although neither level lies there. Now add a third level at energy $0$, and put its eigenvector into the trial space too. The true eigenvector and the false one both have Ritz value $0$, and the projected matrix doesn't couple them, so Rayleigh-Ritz can't tell them apart, or either of them from any mixture.

In full, $A=\mathrm{diag}(-1,0,1)$ and $V=\mathrm{span}(e_2,\,e_1+e_3)$. I believe that harmonic Ritz extraction with a real target $s\neq0$ does separate the two: it should give only multiples of $e_2$, with value $0$, and multiples of $e_1+e_3$, with value $-1/s$. Can this be made rigorous and machine-checked, preferably for complex $s$ as well?

## The harmonic condition brings in the overlaps of $Av$

Yes. For complex $s$ the second value becomes $-1/\bar s$, and at $s=0$ the separation takes a different form.

Write $\langle x,y\rangle=\sum_i\bar x_i y_i$, and number components from zero, as Lean does: $v=(v_0,v_1,v_2)$. The basis vectors keep their names from the question, so $e_2=(0,1,0)$ and $e_1+e_3=(1,0,1)$. A nonzero $v\in V$ is a Ritz vector with value $\theta$ if $Av-\theta v$ is orthogonal to $V$. It is a harmonic Ritz vector for the target $s$ if the same residual is orthogonal to $(A-s)V$.

### When the projected matrix vanishes

Suppose that $\langle w,Av\rangle=0$ for all $w,v\in V$. The Ritz condition becomes
$$0=\langle w,Av-\theta v\rangle=-\theta\langle w,v\rangle\quad\text{for all }w\in V.$$
Choosing $w=v$ gives $\theta\|v\|^2=0$, hence $\theta=0$. Conversely, with $\theta=0$ every nonzero $v\in V$ satisfies the condition.

For the harmonic condition, expand
$$\langle Aw-sw,\,Av-\theta v\rangle=\langle Aw,Av\rangle-\theta\langle Aw,v\rangle-\bar s\langle w,Av\rangle+\bar s\theta\langle w,v\rangle .$$
The third term vanishes by assumption. So does the second, because $\langle Aw,v\rangle=\overline{\langle v,Aw\rangle}=0$. What remains is
$$\langle Aw,Av\rangle=-\bar s\,\theta\,\langle w,v\rangle\quad\text{for all }w\in V,$$
an eigenvalue problem for $A^\dagger A$ projected on $V$. Contributions of opposite sign that cancel in $\langle v,Av\rangle$ add up in $\langle Av,Av\rangle$.

### The three levels

A vector lies in $V$ exactly when $v_0=v_2$. Then $Av=(-v_0,0,v_0)$, and for $w\in V$
$$\langle w,Av\rangle=-\bar w_0v_0+\bar w_0v_0=0,$$
so the projected matrix does vanish. Also $\langle Aw,Av\rangle=2\bar w_0v_0$ and $\langle w,v\rangle=2\bar w_0v_0+\bar w_1v_1$. The harmonic condition reads
$$2\bar w_0(1+\bar s\theta)v_0+\bar w_1\,\bar s\theta\,v_1=0 .$$
Testing with $w=e_2$ and $w=e_1+e_3$ gives two scalar equations, which together are equivalent to it:
$$\bar s\theta\,v_1=0,\qquad(1+\bar s\theta)\,v_0=0 .$$

Let $s\neq0$.

- If $v_0=0$, then $v_1\neq0$ because $v\neq0$. The first equation gives $\theta=0$, and $v=v_1e_2$.
- If $v_0\neq0$, the second equation gives $\bar s\theta=-1$, so $\theta=-1/\bar s$. The first then forces $v_1=0$, and $v=v_0(e_1+e_3)$.

Both families satisfy the equations, so the list is complete.

At $s=0$ the first equation is empty and the second says $v_0=0$. Only multiples of $e_2$ survive, and every $\theta$ is allowed. The reason is that $Ae_2=0$: the test space $AV$ has lost a dimension, and the residual of $e_2$ is orthogonal to what is left.

### The Lean file

```lean
import Mathlib

open Matrix
open scoped ComplexOrder

namespace HarmonicRitzDegenerate

noncomputable section

variable {n : Type*} [Fintype n]

/-- A Ritz pair of `A` on the trial space `V`: a nonzero trial vector whose residual
is orthogonal to `V`. -/
def IsRitzPair (A : Matrix n n ℂ) (V : Submodule ℂ (n → ℂ)) (θ : ℂ) (v : n → ℂ) : Prop :=
  v ∈ V ∧ v ≠ 0 ∧ ∀ w ∈ V, star w ⬝ᵥ (A *ᵥ v - θ • v) = 0

/-- A harmonic Ritz pair for the target `s`: a nonzero trial vector whose residual
is orthogonal to `(A - s) V`. -/
def IsHarmonicRitzPair (A : Matrix n n ℂ) (V : Submodule ℂ (n → ℂ)) (s θ : ℂ)
    (v : n → ℂ) : Prop :=
  v ∈ V ∧ v ≠ 0 ∧ ∀ w ∈ V, star (A *ᵥ w - s • w) ⬝ᵥ (A *ᵥ v - θ • v) = 0

/-- All matrix elements of `A` between trial vectors vanish. -/
def ProjectionVanishes (A : Matrix n n ℂ) (V : Submodule ℂ (n → ℂ)) : Prop :=
  ∀ w ∈ V, ∀ v ∈ V, star w ⬝ᵥ (A *ᵥ v) = 0

/-- If the projected matrix vanishes, the Ritz pairs are all nonzero trial vectors,
each with Ritz value zero. -/
theorem ritz_iff_of_projection_vanishes {A : Matrix n n ℂ} {V : Submodule ℂ (n → ℂ)}
    (hP : ProjectionVanishes A V) (θ : ℂ) (v : n → ℂ) :
    IsRitzPair A V θ v ↔ v ∈ V ∧ v ≠ 0 ∧ θ = 0 := by
  constructor
  · rintro ⟨hv, hne, h⟩
    refine ⟨hv, hne, ?_⟩
    -- test the residual with the Ritz vector itself
    have h1 := h v hv
    rw [dotProduct_sub, hP v hv v hv, dotProduct_smul, smul_eq_mul, zero_sub,
      neg_eq_zero] at h1
    exact (mul_eq_zero.1 h1).resolve_right fun h2 => hne (dotProduct_star_self_eq_zero.1 h2)
  · rintro ⟨hv, hne, rfl⟩
    refine ⟨hv, hne, fun w hw => ?_⟩
    rw [zero_smul, sub_zero]
    exact hP w hw v hv

/-- If the projected matrix vanishes, the harmonic Ritz condition is an eigenvalue
problem for the matrix of overlaps `⟨A w, A v⟩` on the trial space. -/
theorem harmonic_iff_of_projection_vanishes {A : Matrix n n ℂ} {V : Submodule ℂ (n → ℂ)}
    (hP : ProjectionVanishes A V) (s θ : ℂ) (v : n → ℂ) :
    IsHarmonicRitzPair A V s θ v ↔ v ∈ V ∧ v ≠ 0 ∧
      ∀ w ∈ V, star (A *ᵥ w) ⬝ᵥ (A *ᵥ v) = -(star s * θ) * (star w ⬝ᵥ v) := by
  refine and_congr_right fun hv => and_congr_right fun _ => forall₂_congr fun w hw => ?_
  -- both cross terms are matrix elements of the projected matrix
  have a : star w ⬝ᵥ (A *ᵥ v) = 0 := hP w hw v hv
  have b : star (A *ᵥ w) ⬝ᵥ v = 0 := by
    rw [Matrix.star_dotProduct, hP v hv w hw, star_zero]
  have e : star (A *ᵥ w - s • w) ⬝ᵥ (A *ᵥ v - θ • v)
      = star (A *ᵥ w) ⬝ᵥ (A *ᵥ v) + star s * θ * (star w ⬝ᵥ v) := by
    simp only [star_sub, star_smul, sub_dotProduct, dotProduct_sub, smul_dotProduct,
      dotProduct_smul, smul_eq_mul, a, b]
    ring
  rw [e]
  constructor <;> intro h <;> linear_combination h

/-- The three-level matrix `diag(-1, 0, 1)`. -/
def levels : Matrix (Fin 3) (Fin 3) ℂ := Matrix.diagonal ![-1, 0, 1]

/-- The middle basis vector `e2`. -/
def mid : Fin 3 → ℂ := ![0, 1, 0]

/-- The sum `e1 + e3` of the outer basis vectors. -/
def outer : Fin 3 → ℂ := ![1, 0, 1]

/-- The trial space spanned by `e2` and `e1 + e3`. -/
def trialSpace : Submodule ℂ (Fin 3 → ℂ) := Submodule.span ℂ {mid, outer}

/-- A vector lies in the trial space exactly when its two outer components agree. -/
theorem mem_trialSpace (v : Fin 3 → ℂ) : v ∈ trialSpace ↔ v 0 = v 2 := by
  rw [trialSpace, Submodule.mem_span_pair]
  constructor
  · rintro ⟨a, b, rfl⟩
    simp [mid, outer]
  · intro h
    refine ⟨v 1, v 0, ?_⟩
    ext i
    fin_cases i <;> simp [mid, outer, h]

/-- The three-level matrix flips the sign of the first component, removes the second
and keeps the third. -/
theorem levels_mulVec (v : Fin 3 → ℂ) : levels *ᵥ v = ![-v 0, 0, v 2] := by
  ext i
  fin_cases i <;> simp [levels, Matrix.mulVec_diagonal]

/-- The projection of `diag(-1, 0, 1)` on the span of `e2` and `e1 + e3` vanishes. -/
theorem projection_vanishes_witness : ProjectionVanishes levels trialSpace := by
  intro w hw v hv
  rw [mem_trialSpace] at hw hv
  rw [levels_mulVec, dotProduct, Fin.sum_univ_three]
  change star (w 0) * (-v 0) + star (w 1) * 0 + star (w 2) * v 2 = 0
  rw [← hw, ← hv]
  ring

/-- Every nonzero vector of the trial space is a Ritz vector of `diag(-1, 0, 1)`,
and its only Ritz value is zero. -/
theorem ritz_pairs (θ : ℂ) (v : Fin 3 → ℂ) :
    IsRitzPair levels trialSpace θ v ↔ v ∈ trialSpace ∧ v ≠ 0 ∧ θ = 0 :=
  ritz_iff_of_projection_vanishes projection_vanishes_witness θ v

/-- The harmonic Ritz condition on the trial space, written as two scalar equations
for the components along `e2` and `e1 + e3`. -/
theorem harmonic_components (s θ : ℂ) (v : Fin 3 → ℂ) :
    IsHarmonicRitzPair levels trialSpace s θ v ↔
      v 0 = v 2 ∧ v ≠ 0 ∧ star s * θ * v 1 = 0 ∧ (1 + star s * θ) * v 0 = 0 := by
  rw [harmonic_iff_of_projection_vanishes projection_vanishes_witness, mem_trialSpace]
  refine and_congr_right fun hv => and_congr_right fun _ => ?_
  have key : ∀ w : Fin 3 → ℂ, w 0 = w 2 →
      star (levels *ᵥ w) ⬝ᵥ (levels *ᵥ v) + star s * θ * (star w ⬝ᵥ v)
        = 2 * star (w 0) * ((1 + star s * θ) * v 0) + star (w 1) * (star s * θ * v 1) := by
    intro w hw
    rw [levels_mulVec, levels_mulVec]
    simp only [dotProduct, Fin.sum_univ_three]
    change star (-w 0) * (-v 0) + star (0 : ℂ) * 0 + star (w 2) * v 2
      + star s * θ * (star (w 0) * v 0 + star (w 1) * v 1 + star (w 2) * v 2) = _
    rw [← hw, ← hv, star_neg]
    ring
  constructor
  · intro h
    -- test with the two spanning vectors
    have h1 := h mid ((mem_trialSpace _).2 rfl)
    have h2 := h outer ((mem_trialSpace _).2 rfl)
    have k1 : _ = 2 * star (0 : ℂ) * ((1 + star s * θ) * v 0)
      + star (1 : ℂ) * (star s * θ * v 1) := key mid rfl
    have k2 : _ = 2 * star (1 : ℂ) * ((1 + star s * θ) * v 0)
      + star (0 : ℂ) * (star s * θ * v 1) := key outer rfl
    rw [star_zero, star_one] at k1 k2
    exact ⟨by linear_combination h1 - k1, by linear_combination (h2 - k2) / 2⟩
  · rintro ⟨h1, h2⟩ w hw
    have k := key w ((mem_trialSpace w).1 hw)
    rw [h1, h2] at k
    linear_combination k

/-- For a nonzero target `s`, the harmonic Ritz pairs are exactly the nonzero multiples
of `e2` with value `0` and those of `e1 + e3` with value `-1 / conj s`. -/
theorem harmonic_ritz_pairs {s : ℂ} (hs : s ≠ 0) (θ : ℂ) (v : Fin 3 → ℂ) :
    IsHarmonicRitzPair levels trialSpace s θ v ↔
      (θ = 0 ∧ ∃ a : ℂ, a ≠ 0 ∧ v = a • mid) ∨
      (θ = -1 / star s ∧ ∃ b : ℂ, b ≠ 0 ∧ v = b • outer) := by
  have hs' : star s ≠ 0 := star_ne_zero.2 hs
  rw [harmonic_components]
  constructor
  · rintro ⟨hv, hne, h1, h2⟩
    by_cases h0 : v 0 = 0
    · -- no outer component: the vector is a multiple of e2
      have h3 : v 2 = 0 := hv.symm.trans h0
      have hm : v 1 ≠ 0 := fun h => hne (by ext i; fin_cases i <;> simp [h0, h, h3])
      have hθ : θ = 0 :=
        (mul_eq_zero.1 ((mul_eq_zero.1 h1).resolve_right hm)).resolve_left hs'
      exact Or.inl ⟨hθ, v 1, hm, by ext i; fin_cases i <;> simp [mid, h0, h3]⟩
    · -- an outer component fixes the value and excludes e2
      have h3 := (mul_eq_zero.1 h2).resolve_right h0
      have hm : v 1 = 0 := by linear_combination v 1 * h3 - h1
      refine Or.inr ⟨?_, v 0, h0, by ext i; fin_cases i <;> simp [outer, hm, hv]⟩
      rw [eq_div_iff hs']
      linear_combination h3
  · rintro (⟨rfl, a, ha, rfl⟩ | ⟨rfl, b, hb, rfl⟩)
    · exact ⟨by simp [mid], fun h => ha (by simpa [mid] using congrFun h 1),
        by simp, by simp [mid]⟩
    · have h3 : 1 + star s * (-1 / star s) = 0 := by
        rw [neg_div, mul_neg, mul_one_div_cancel hs', add_neg_cancel]
      exact ⟨by simp [outer], fun h => hb (by simpa [outer] using congrFun h 0),
        by simp [outer], by rw [h3, zero_mul]⟩

/-- For the target zero, the harmonic Ritz vectors are exactly the nonzero multiples of
`e2`, and every number `θ` is a harmonic Ritz value for them. -/
theorem harmonic_ritz_pairs_zero_target (θ : ℂ) (v : Fin 3 → ℂ) :
    IsHarmonicRitzPair levels trialSpace 0 θ v ↔ ∃ a : ℂ, a ≠ 0 ∧ v = a • mid := by
  rw [harmonic_components, star_zero]
  constructor
  · rintro ⟨hv, hne, -, h2⟩
    have h0 : v 0 = 0 := by linear_combination h2
    have h3 : v 2 = 0 := hv.symm.trans h0
    exact ⟨v 1, fun h => hne (by ext i; fin_cases i <;> simp [h0, h, h3]),
      by ext i; fin_cases i <;> simp [mid, h0, h3]⟩
  · rintro ⟨a, ha, rfl⟩
    exact ⟨by simp [mid], fun h => ha (by simpa [mid] using congrFun h 1),
      by simp, by simp [mid]⟩

end

end HarmonicRitzDegenerate
```

```lean
#print axioms HarmonicRitzDegenerate.ritz_pairs
-- 'HarmonicRitzDegenerate.ritz_pairs' depends on axioms: [propext, Classical.choice, Quot.sound]
#print axioms HarmonicRitzDegenerate.harmonic_ritz_pairs
-- 'HarmonicRitzDegenerate.harmonic_ritz_pairs' depends on axioms: [propext, Classical.choice, Quot.sound]
#print axioms HarmonicRitzDegenerate.harmonic_ritz_pairs_zero_target
-- 'HarmonicRitzDegenerate.harmonic_ritz_pairs_zero_target' depends on axioms: [propext, Classical.choice, Quot.sound]
```

### What the theorems say

Matrices have type `Matrix n n ℂ` with `n` finite, and the trial space is a `Submodule ℂ (n → ℂ)`. The expression `star w ⬝ᵥ v` is $\langle w,v\rangle$, conjugate-linear in the first argument. The $\bar s$ in the result doesn't depend on this convention: conjugating the second argument instead would give the same orthogonality conditions. It appears because the shift $s$ acts on the test vector $w$. `IsRitzPair` and `IsHarmonicRitzPair` are the two orthogonality conditions above, each including $v\in V$ and $v\neq0$. Vectors needn't be normalised: the unit vector along `outer` is $(e_1+e_3)/\sqrt2$, and the Ritz values are the same for either.

The two general theorems assume `ProjectionVanishes A V`. Physically, every trial state has mean energy zero, measured from the chosen origin, and no two trial states are coupled. The matrix need not be Hermitian. For the three-level example this assumption is proved, in `projection_vanishes_witness`, so the final theorems don't carry it.

- `ritz_pairs`: the Ritz pairs are exactly the nonzero vectors of the trial space with $\theta=0$.
- `harmonic_ritz_pairs`: for $s\neq0$, the harmonic pairs are exactly the two families found above.
- `harmonic_ritz_pairs_zero_target`: the case $s=0$.

These are statements in exact arithmetic about one matrix and one trial space. They contain no convergence result and no general comparison of the two methods. Within this finite three-level model, they show a difficulty relevant to computing interior eigenvalues, such as orbital energies near a gap: states above and below the target can average to a value that looks like an eigenvalue.

### How the proof follows the derivation

`ritz_iff_of_projection_vanishes` tests the residual with `v` itself and uses that $\langle v,v\rangle=0$ only for $v=0$. In `harmonic_iff_of_projection_vanishes`, the facts `a` and `b` are the two vanishing cross terms, and `e` is the expanded inner product without them.

`mem_trialSpace` turns membership in the span into $v_0=v_2$, and `levels_mulVec` computes $Av$. In `harmonic_components`, the identity `key` is the harmonic condition written out in components. Inserting `mid` and `outer` yields the two scalar equations, with a division by $2$ for the second; the converse applies `key` to an arbitrary `w`.

`harmonic_ritz_pairs` then splits on whether `v 0 = 0`, just as in the two cases above. The hypothesis `hs` enters as $\bar s\neq0$, which allows cancelling $\bar s$ in the first case and dividing by it in the second. For the zero target, `harmonic_components` is used again with $\bar s=0$.

### The conjugate on the target

The slip to watch for is writing $-1/s$ for a complex target. The shift $s$ sits in the left argument of the inner product and comes out conjugated. For $s=i$ the value is $-1/\bar s=-i$, whereas $-1/s=i$. A check with real targets doesn't reveal the error.

### In a program

With an orthonormal basis of $V$ in the columns of $Q$, a Rayleigh-Ritz step diagonalises $Q^\dagger AQ$. Here that is the $2\times2$ zero matrix, and any basis of $\mathbb C^2$ is a valid set of eigenvectors. The vectors returned depend on the choice of $Q$ and on rounding, and may be mixtures of $e_2$ and $e_1+e_3$.

A harmonic step forms $W=(A-s)Q$ and solves
$$W^\dagger W\,y=(\theta-s)\,W^\dagger Q\,y .$$
For $Q=[\,e_2,\ (e_1+e_3)/\sqrt2\,]$ one finds $W^\dagger W=\mathrm{diag}(|s|^2,\,1+|s|^2)$ and $W^\dagger Q=-\bar s\,I$, which gives $\theta=0$ and $\theta=-1/\bar s$ again. The distances of these values from the target are $|s|$ and $|s|+1/|s|$, so picking the value closest to $s$ returns the true eigenvector $e_2$. At $s=0$ the matrix $W^\dagger Q$ is zero and $W^\dagger W$ is singular, so a generalised eigensolver is handed a singular problem. In this example, a target placed exactly on the wanted eigenvalue should be shifted slightly.
